# One symmetric splitting step of a matrix exponential has an O(τ³) error

For real square matrices A and B of the same finite size, let

S(τ) = exp(τA/2) exp(τB) exp(τA/2).

Then, with [X,Y] = XY − YX,

S(τ) − exp(τ(A+B)) = τ³K + O(τ⁴) as τ → 0,

K = −[A,[A,B]]/24 − [B,[A,B]]/12.

For the drift–diffusion part of diffusion Monte Carlo, with branching left out, A and B can stand for drift and diffusion generators discretised on a finite grid; the result then gives the leading time-step error of one symmetric step.

## Finite matrices with constant entries

Physically, the state space is finite and the generators do not change during the step. The index type `n` is finite, and the norm is the maximum absolute row sum.

In Lean 4 with Mathlib:

```lean
import Mathlib

open Filter Topology Asymptotics

namespace SymmetricSplittingError

noncomputable section

attribute [local instance] Matrix.linftyOpNormedRing Matrix.linftyOpNormedAlgebra

variable {R : Type*} [NormedRing R] [NormedAlgebra ℝ R]
variable {n : Type*} [Fintype n] [DecidableEq n]
```

`HasCubicExpansion` says that a function of τ equals a cubic polynomial up to O(τ⁴). The next three definitions are the commutator, S(τ) and K.

```lean
/-- The function `f` of the time step `τ` differs from the cubic polynomial with coefficients `a₀`,
`a₁`, `a₂`, `a₃` by `O(τ ^ 4)` as `τ` tends to zero. -/
def HasCubicExpansion (f : ℝ → R) (a₀ a₁ a₂ a₃ : R) : Prop :=
  (fun τ : ℝ => f τ - (a₀ + τ • a₁ + τ ^ 2 • a₂ + τ ^ 3 • a₃)) =O[𝓝 0] fun τ : ℝ => τ ^ 4

/-- The commutator of two matrices. -/
def comm (X Y : Matrix n n ℝ) : Matrix n n ℝ := X * Y - Y * X

/-- One symmetric splitting step: half a step with `A`, a full step with `B`,
half a step with `A`. -/
def splitStep (A B : Matrix n n ℝ) (τ : ℝ) : Matrix n n ℝ :=
  NormedSpace.exp ((τ / 2) • A) * NormedSpace.exp (τ • B) * NormedSpace.exp ((τ / 2) • A)

/-- The combination `-[A,[A,B]]/24 - [B,[A,B]]/12` of double commutators. -/
def errorCoeff (A B : Matrix n n ℝ) : Matrix n n ℝ :=
  -((1 / 24 : ℝ) • comm A (comm A B)) - (1 / 12 : ℝ) • comm B (comm A B)
```

Finiteness makes A and B bounded, so by hand one may cut the exponential series:

exp(τX) = 1 + τX + τ²X²/2 + τ³X³/6 + O(τ⁴).

Such expansions can be multiplied. If f = p + r and g = q + s, with cubic polynomials p, q and remainders r, s of order τ⁴, then

fg − pq = rg + ps.

Both terms are O(τ⁴) because g and p stay bounded near τ = 0. The terms of pq beyond third order are τ⁴ times a continuous function, which `isBigO_pow_smul` handles. In `HasCubicExpansion.mul`, `h1` and `h2` are the estimates for rg and ps.

```lean
/-- A continuous function multiplied by `τ ^ k` is of order `τ ^ k` for small time steps. -/
theorem isBigO_pow_smul {g : ℝ → R} (hg : Continuous g) (k : ℕ) :
    (fun τ : ℝ => τ ^ k • g τ) =O[𝓝 0] fun τ : ℝ => τ ^ k := by
  have h := (isBigO_refl (fun τ : ℝ => τ ^ k) (𝓝 0)).smul ((hg.tendsto 0).isBigO_one ℝ)
  exact h.congr_right fun τ => by simp

/-- Cubic expansions in the time step multiply order by order, keeping the operator order. -/
theorem HasCubicExpansion.mul {f g : ℝ → R} {a₀ a₁ a₂ a₃ b₀ b₁ b₂ b₃ : R}
    (hf : HasCubicExpansion f a₀ a₁ a₂ a₃) (hg : HasCubicExpansion g b₀ b₁ b₂ b₃) :
    HasCubicExpansion (fun τ => f τ * g τ) (a₀ * b₀) (a₀ * b₁ + a₁ * b₀)
      (a₀ * b₂ + a₁ * b₁ + a₂ * b₀) (a₀ * b₃ + a₁ * b₂ + a₂ * b₁ + a₃ * b₀) := by
  unfold HasCubicExpansion at *
  have hp : Continuous fun τ : ℝ => a₀ + τ • a₁ + τ ^ 2 • a₂ + τ ^ 3 • a₃ := by fun_prop
  have hq : Continuous fun τ : ℝ => b₀ + τ • b₁ + τ ^ 2 • b₂ + τ ^ 3 • b₃ := by fun_prop
  have hr : Continuous fun τ : ℝ => (a₁ * b₃ + a₂ * b₂ + a₃ * b₁)
      + τ • (a₂ * b₃ + a₃ * b₂) + τ ^ 2 • (a₃ * b₃) := by fun_prop
  have h4 : (fun τ : ℝ => τ ^ 4) =O[𝓝 0] fun _ : ℝ => (1 : ℝ) :=
    ((continuous_pow 4).tendsto 0).isBigO_one ℝ
  -- the second factor stays bounded
  have hgb : g =O[𝓝 0] fun _ : ℝ => (1 : ℝ) :=
    ((hg.trans h4).add ((hq.tendsto 0).isBigO_one ℝ)).congr_left fun τ => by
      simp only [sub_add_cancel]
  have h1 := (hf.mul hgb).congr_right (g₂ := fun τ : ℝ => τ ^ 4) fun τ => by simp
  have h2 := (((hp.tendsto 0).isBigO_one ℝ).mul hg).congr_right
    (g₂ := fun τ : ℝ => τ ^ 4) fun τ => by simp
  refine ((h1.add h2).add (isBigO_pow_smul hr 4)).congr_left fun τ => ?_
  simp only [sub_mul, mul_sub, add_mul, mul_add, smul_mul_assoc, mul_smul_comm, smul_add,
    smul_smul]
  module
```

`expSeries_cubic` writes out the truncated series, and `exp_expansion` bounds its remainder using ‖τX‖⁴ = |τ|⁴‖X‖⁴.

```lean
/-- The exponential series of `τ X`, cut after the third order, as a polynomial in `τ`. -/
theorem expSeries_cubic (X : R) (τ : ℝ) :
    (NormedSpace.expSeries ℝ R).partialSum 4 (τ • X) =
      1 + τ • X + τ ^ 2 • ((1 / 2 : ℝ) • X ^ 2) + τ ^ 3 • ((1 / 6 : ℝ) • X ^ 3) := by
  have f2 : Nat.factorial 2 = 2 := rfl
  have f3 : Nat.factorial 3 = 6 := rfl
  simp only [FormalMultilinearSeries.partialSum, Finset.sum_range_succ,
    Finset.sum_range_zero, NormedSpace.expSeries_apply_eq, zero_add, Nat.factorial_zero,
    Nat.factorial_one, f2, f3, smul_pow, pow_zero, pow_one, Nat.cast_one, Nat.cast_ofNat]
  module

/-- The short-time expansion of the propagator `exp (τ X)` through third order. -/
theorem exp_expansion (X : Matrix n n ℝ) :
    HasCubicExpansion (fun τ : ℝ => NormedSpace.exp (τ • X))
      1 X ((1 / 2 : ℝ) • X ^ 2) ((1 / 6 : ℝ) • X ^ 3) := by
  have h := (NormedSpace.exp_hasFPowerSeriesAt_zero (𝕂 := ℝ)
    (𝔸 := Matrix n n ℝ)).isBigO_sub_partialSum_pow 4
  have ht : Tendsto (fun τ : ℝ => τ • X) (𝓝 0) (𝓝 0) :=
    (by fun_prop : Continuous fun τ : ℝ => τ • X).tendsto' 0 0 (by simp)
  have h3 : (fun τ : ℝ => ‖τ • X‖ ^ 4) =O[𝓝 0] fun τ : ℝ => τ ^ 4 :=
    IsBigO.of_bound (‖X‖ ^ 4) (Eventually.of_forall fun τ => le_of_eq (by
      simp only [norm_mul, norm_pow, norm_norm, norm_smul, mul_pow]
      ring))
  unfold HasCubicExpansion
  refine ((h.comp_tendsto ht).trans h3).congr_left fun τ => ?_
  have e := congrArg₂ (fun a b : Matrix n n ℝ => a - b)
    (congrArg NormedSpace.exp (zero_add (τ • X))) (expSeries_cubic X τ)
  exact e
```

Continuum drift and diffusion operators are generally unbounded, and this remainder estimate then fails. If the generators varied in time, exp(τ(A+B)) would in general no longer be the exact propagator.

## Equal half steps on either side

The drift acts for τ/2 before and after the diffusion. Each outer factor is

exp(τA/2) = 1 + τA/2 + τ²A²/8 + τ³A³/48 + O(τ⁴).

The product has first-order coefficient A/2 + B + A/2 = A + B. At second order,

A²/8 + A²/4 + A²/8 + (AB + BA)/2 + B²/2 = (A+B)²/2.

At third order, A³ and B³ each have coefficient 1/6, as in (A+B)³/6. The mixed words have

AAB, BAA: 1/8; ABA, ABB, BBA: 1/4; BAB: 0.

Subtracting the exact 1/6 from each leaves

−(AAB − 2ABA + BAA)/24 − (2BAB − BBA − ABB)/12 = K.

In `splitStep_expansion`, `simp` expands the products into these words and `module` compares their coefficients.

```lean
/-- The splitting step has the expansion of `exp (τ (A + B))` through second order; its
third-order coefficient is shifted by `errorCoeff A B`. -/
theorem splitStep_expansion (A B : Matrix n n ℝ) :
    HasCubicExpansion (splitStep A B) 1 (A + B) ((1 / 2 : ℝ) • (A + B) ^ 2)
      ((1 / 6 : ℝ) • (A + B) ^ 3 + errorCoeff A B) := by
  have hA : HasCubicExpansion (fun τ : ℝ => NormedSpace.exp ((τ / 2) • A))
      1 ((1 / 2 : ℝ) • A) ((1 / 8 : ℝ) • A ^ 2) ((1 / 48 : ℝ) • A ^ 3) := by
    have h := exp_expansion ((1 / 2 : ℝ) • A)
    unfold HasCubicExpansion at *
    refine h.congr_left fun τ => ?_
    have e : τ • (1 / 2 : ℝ) • A = (τ / 2) • A := by module
    simp only [e, smul_pow]
    module
  have h := (hA.mul (exp_expansion B)).mul hA
  unfold HasCubicExpansion at *
  refine h.congr_left fun τ => ?_
  -- compare the coefficients of all operator words of length at most three
  simp only [splitStep, errorCoeff, comm, pow_two, pow_three, one_mul, mul_one, add_mul,
    mul_add, sub_mul, mul_sub, smul_mul_assoc, mul_smul_comm, smul_add, smul_sub, smul_smul,
    mul_assoc]
  module
```

Without the symmetry, the same comparison gives a neighbouring result:

exp(τA) exp(τB) − exp(τ(A+B)) = τ²[A,B]/2 + O(τ³).

## A time step tending to zero

Subtracting the expansion of exp(τ(A+B)) cancels everything through second order, leaving τ³K. `local_error_leading` does this, and `local_error_cubic` absorbs the O(τ⁴) remainder into O(τ³). Dividing by τ³ gives the limit K in `local_error_limit`, where `𝓝[≠] 0` excludes τ = 0.

```lean
/-- The error of one step equals `τ ^ 3` times `errorCoeff A B` plus a remainder `O(τ ^ 4)` as `τ`
tends to zero. -/
theorem local_error_leading (A B : Matrix n n ℝ) :
    (fun τ : ℝ => splitStep A B τ - NormedSpace.exp (τ • (A + B)) - τ ^ 3 • errorCoeff A B)
      =O[𝓝 0] fun τ : ℝ => τ ^ 4 := by
  have h1 := splitStep_expansion A B
  have h2 := exp_expansion (A + B)
  unfold HasCubicExpansion at h1 h2
  refine (h1.sub h2).congr_left fun τ => ?_
  module

/-- The symmetric splitting differs from the exact propagator by `O(τ ^ 3)` in one step. -/
theorem local_error_cubic (A B : Matrix n n ℝ) :
    (fun τ : ℝ => splitStep A B τ - NormedSpace.exp (τ • (A + B)))
      =O[𝓝 0] fun τ : ℝ => τ ^ 3 := by
  have h4 : (fun τ : ℝ => τ ^ 4) =O[𝓝 0] fun τ : ℝ => τ ^ 3 :=
    (isBigO_pow_smul continuous_id 3).congr_left fun τ => by
      simp only [smul_eq_mul, id_eq]
      ring
  refine (((local_error_leading A B).trans h4).add (isBigO_pow_smul
    (continuous_const : Continuous fun _ : ℝ => errorCoeff A B) 3)).congr_left fun τ => ?_
  simp only [sub_add_cancel]

/-- The one-step error divided by `τ ^ 3` tends to `errorCoeff A B` as the time step
tends to zero. -/
theorem local_error_limit (A B : Matrix n n ℝ) :
    Tendsto (fun τ : ℝ => (τ ^ 3)⁻¹ • (splitStep A B τ - NormedSpace.exp (τ • (A + B))))
      (𝓝[≠] 0) (𝓝 (errorCoeff A B)) := by
  have h := (isBigO_refl (fun τ : ℝ => (τ ^ 3)⁻¹) (𝓝[≠] 0)).smul
    ((local_error_leading A B).mono nhdsWithin_le_nhds)
  have h0 : Tendsto (fun τ : ℝ => (τ ^ 3)⁻¹ • τ ^ 4) (𝓝[≠] 0) (𝓝 0) := by
    refine Tendsto.congr' ?_ (tendsto_id.mono_left nhdsWithin_le_nhds)
    filter_upwards [self_mem_nhdsWithin] with τ hτ
    have hτ' : τ ≠ 0 := hτ
    simp only [id_eq, smul_eq_mul]
    field_simp
  have h1 := (h.trans_tendsto h0).add_const (errorCoeff A B)
  rw [zero_add] at h1
  refine Tendsto.congr' ?_ h1
  filter_upwards [self_mem_nhdsWithin] with τ hτ
  have hτ' : τ ^ 3 ≠ 0 := pow_ne_zero 3 hτ
  rw [smul_sub _ _ (τ ^ 3 • errorCoeff A B), smul_smul, inv_mul_cancel₀ hτ', one_smul,
    sub_add_cancel]
```

At a fixed τ these theorems give no numerical error bound: the constant and the range of small τ depend on A and B, and may worsen as a grid is refined.

## No assumption that A and B commute

Drift and diffusion generally do not commute, so the derivation keeps the order of every product. If they did commute, the exponentials would combine and S(τ) would be exact. An algebraic example, not a pair of drift and diffusion generators, shows that K can be nonzero. For the 2×2 raising matrix A and lowering matrix B,

[A,[A,B]] = −2A, [B,[A,B]] = 2B, K = A/12 − B/6.

The upper-right entry of K is 1/12, which is the entry the proof checks. By the limit above, the cubic order cannot be improved for this pair.

```lean
/-- For the two-level raising and lowering matrices the cubic error coefficient is nonzero. -/
theorem errorCoeff_ne_zero :
    errorCoeff !![(0 : ℝ), 1; 0, 0] !![(0 : ℝ), 0; 1, 0] ≠ 0 := by
  intro h
  have h01 := congrFun (congrFun h 0) 1
  norm_num [errorCoeff, comm, Matrix.mul_apply, Fin.sum_univ_succ] at h01

end

end SymmetricSplittingError
```

```lean
#print axioms SymmetricSplittingError.splitStep_expansion
#print axioms SymmetricSplittingError.local_error_cubic
#print axioms SymmetricSplittingError.local_error_limit
#print axioms SymmetricSplittingError.errorCoeff_ne_zero
```

```
'SymmetricSplittingError.splitStep_expansion' depends on axioms: [propext, Classical.choice, Quot.sound]
'SymmetricSplittingError.local_error_cubic' depends on axioms: [propext, Classical.choice, Quot.sound]
'SymmetricSplittingError.local_error_limit' depends on axioms: [propext, Classical.choice, Quot.sound]
'SymmetricSplittingError.errorCoeff_ne_zero' depends on axioms: [propext, Classical.choice, Quot.sound]
```

## The step in a walker simulation

In a simplified walker step, without branching or an accept/reject test, each walker moves along the drift velocity for τ/2, receives a Gaussian displacement for the full τ, and drifts again for τ/2. This is the continuous-space counterpart of the matrix product S(τ), and the theorems here do not cover it directly. Adjacent half drifts of successive steps can be merged. An approximate drift integrator adds its own error.

The theorems concern a single step; for many steps of the matrix splitting, the usual argument adds up the one-step errors. At fixed total time t = Nτ, the powers of both matrix propagators stay bounded, so N errors of order τ³ add up to O(τ²).
